# For a symmetric, positive definite Onsager matrix, the figure of merit fixes the maximal reduced efficiency of a thermoelectric engine

Once the linear-response coefficients $L_{11}$, $L_{12}$ and $L_{22}$ of a thermoelectric device have been computed, for instance from the electronic transmission of a molecular junction if the heat carried by vibrations is neglected, they can be combined into the figure of merit $y = L_{12}^2/(L_{11}L_{22}-L_{12}^2)$, and the best efficiency in units of the Carnot value is then read off from $y$ alone. The file below proves the formula behind that last step, for $L_{11}>0$, $L_{11}L_{22}>L_{12}^2$ and one common coefficient $L_{12}$ for both cross effects.

In Lean 4 with Mathlib:

```lean
import Mathlib

noncomputable section

namespace ThermoelectricEfficiency

/-- Linear-response coefficients of a thermoelectric device, with one common
coefficient `L12` for the two cross effects (Onsager symmetry). -/
structure Onsager where
  L11 : ℝ
  L12 : ℝ
  L22 : ℝ

namespace Onsager

/-- The determinant `L11 L22 - L12²` of the Onsager matrix. -/
def det (c : Onsager) : ℝ := c.L11 * c.L22 - c.L12 ^ 2

/-- The particle flux `J1` driven by the load force `F1` and the thermal force `F2`. -/
def particleFlux (c : Onsager) (F1 F2 : ℝ) : ℝ := c.L11 * F1 + c.L12 * F2

/-- The heat flux `J2` driven by the load force `F1` and the thermal force `F2`. -/
def heatFlux (c : Onsager) (F1 F2 : ℝ) : ℝ := c.L12 * F1 + c.L22 * F2

/-- The reduced output power `-J1 F1`, delivered against the load force. -/
def power (c : Onsager) (F1 F2 : ℝ) : ℝ := -(c.particleFlux F1 F2 * F1)

/-- The reduced efficiency `-J1 F1 / (J2 F2)`, meaningful for `J2 F2 ≠ 0`. -/
def efficiency (c : Onsager) (F1 F2 : ℝ) : ℝ :=
  c.power F1 F2 / (c.heatFlux F1 F2 * F2)

/-- The thermoelectric figure of merit `y = L12² / det`, meaningful for `det ≠ 0`. -/
def merit (c : Onsager) : ℝ := c.L12 ^ 2 / c.det

/-- The efficiency limit `(√(1+y) - 1) / (√(1+y) + 1)` set by the figure of merit `y`. -/
def maxEfficiency (c : Onsager) : ℝ :=
  (√(1 + c.merit) - 1) / (√(1 + c.merit) + 1)

/-- The load factor `√(1+y) / (√(1+y) + 1)`. -/
def loadFactor (c : Onsager) : ℝ := √(1 + c.merit) / (√(1 + c.merit) + 1)

/-- The load force `-t L12 F2 / L11`, with `t` the load factor, meaningful for `L11 ≠ 0`. -/
def optimalForce (c : Onsager) (F2 : ℝ) : ℝ := -(c.loadFactor * c.L12 * F2) / c.L11

/-- The load force `-L12 F2 / (2 L11)`, meaningful for `L11 ≠ 0`. -/
def maxPowerForce (c : Onsager) (F2 : ℝ) : ℝ := -(c.L12 * F2) / (2 * c.L11)

/-- The figure of merit measures the determinant against the product of the
diagonal coefficients: `(√(1+y))² det = L11 L22`. -/
theorem sqrt_sq_mul_det (c : Onsager) (hD : 0 < c.det) :
    √(1 + c.merit) ^ 2 * c.det = c.L11 * c.L22 := by
  have hy0 : 0 ≤ c.merit := div_nonneg (sq_nonneg _) hD.le
  have hy : c.merit * c.det = c.L12 ^ 2 := div_mul_cancel₀ _ hD.ne'
  have hdet : c.det = c.L11 * c.L22 - c.L12 ^ 2 := rfl
  rw [Real.sq_sqrt (by linarith)]
  linear_combination hy + hdet

/-- For a positive determinant, `L11` times the difference `m J2 F2 - power`, with `m` equal to
`maxEfficiency`, is a perfect square. -/
theorem gap_identity (c : Onsager) (hD : 0 < c.det) (F1 F2 : ℝ) :
    c.L11 * (c.maxEfficiency * (c.heatFlux F1 F2 * F2) - c.power F1 F2) =
      (c.L11 * F1 + c.loadFactor * c.L12 * F2) ^ 2 := by
  have hs := c.sqrt_sq_mul_det hD
  have hdet : c.det = c.L11 * c.L22 - c.L12 ^ 2 := rfl
  have hpos : √(1 + c.merit) + 1 ≠ 0 := by positivity
  have hm : c.maxEfficiency = 2 * c.loadFactor - 1 := by
    unfold maxEfficiency loadFactor
    field_simp
    ring
  -- the discriminant of the quadratic form in the forces vanishes
  have ht : c.maxEfficiency * (c.L11 * c.L22) = c.loadFactor ^ 2 * c.L12 ^ 2 := by
    unfold maxEfficiency loadFactor
    rw [div_pow, div_mul_eq_mul_div, div_mul_eq_mul_div,
      div_eq_div_iff hpos (pow_ne_zero 2 hpos)]
    rw [hdet] at hs
    linear_combination (√(1 + c.merit) + 1) * hs
  simp only [power, particleFlux, heatFlux]
  linear_combination c.L11 * c.L12 * F1 * F2 * hm + F2 ^ 2 * ht

/-- The reduced efficiency of a thermoelectric engine is at most
`(√(1+y) - 1) / (√(1+y) + 1)`, and this limit is below one. -/
theorem efficiency_le (c : Onsager) (h11 : 0 < c.L11) (hD : 0 < c.det) {F1 F2 : ℝ}
    (hF : 0 < F2) (hJ : 0 < c.heatFlux F1 F2) :
    c.efficiency F1 F2 ≤ (√(1 + c.merit) - 1) / (√(1 + c.merit) + 1) ∧
      (√(1 + c.merit) - 1) / (√(1 + c.merit) + 1) < 1 := by
  constructor
  · change c.efficiency F1 F2 ≤ c.maxEfficiency
    have hgap := c.gap_identity hD F1 F2
    have h0 : 0 ≤ c.maxEfficiency * (c.heatFlux F1 F2 * F2) - c.power F1 F2 := by
      refine (mul_nonneg_iff_of_pos_left h11).1 ?_
      rw [hgap]
      exact sq_nonneg _
    unfold efficiency
    rw [div_le_iff₀ (mul_pos hJ hF)]
    linarith
  · rw [div_lt_one (by positivity)]
    linarith

/-- For a load force with positive heat flux, the efficiency equals `maxEfficiency` if and only if
the load force is `optimalForce`. -/
theorem efficiency_eq_iff (c : Onsager) (h11 : 0 < c.L11) (hD : 0 < c.det) {F1 F2 : ℝ}
    (hF : 0 < F2) (hJ : 0 < c.heatFlux F1 F2) :
    c.efficiency F1 F2 = c.maxEfficiency ↔ F1 = c.optimalForce F2 := by
  have hgap := c.gap_identity hD F1 F2
  unfold efficiency optimalForce
  rw [div_eq_iff (mul_pos hJ hF).ne', eq_div_iff h11.ne']
  constructor
  · intro h
    rw [h, sub_self, mul_zero] at hgap
    have h0 := pow_eq_zero_iff two_ne_zero |>.1 hgap.symm
    linarith
  · intro h
    have h0 : c.L11 * F1 + c.loadFactor * c.L12 * F2 = 0 := by linarith
    rw [h0, zero_pow two_ne_zero] at hgap
    have h1 := (mul_eq_zero.1 hgap).resolve_left h11.ne'
    linarith

/-- For every thermal force `F2 > 0` the limit is attained: at the optimal load force
the heat flux is positive and the efficiency equals its maximal value. -/
theorem efficiency_optimalForce (c : Onsager) (h11 : 0 < c.L11) (hD : 0 < c.det)
    {F2 : ℝ} (hF : 0 < F2) :
    0 < c.heatFlux (c.optimalForce F2) F2 ∧
      c.efficiency (c.optimalForce F2) F2 = c.maxEfficiency := by
  have hg : c.optimalForce F2 * c.L11 = -(c.loadFactor * c.L12 * F2) :=
    div_mul_cancel₀ _ h11.ne'
  have ht : c.loadFactor ≤ 1 := by
    unfold loadFactor
    rw [div_le_one (by positivity)]
    linarith
  have hD' : 0 < c.L11 * c.L22 - c.L12 ^ 2 := hD
  have hle : c.loadFactor * c.L12 ^ 2 ≤ c.L12 ^ 2 :=
    mul_le_of_le_one_left (sq_nonneg _) ht
  have hJ : 0 < c.heatFlux (c.optimalForce F2) F2 := by
    refine (mul_pos_iff_of_pos_left h11).1 ?_
    have key : c.L11 * c.heatFlux (c.optimalForce F2) F2 =
        F2 * (c.L11 * c.L22 - c.loadFactor * c.L12 ^ 2) := by
      simp only [heatFlux]
      linear_combination c.L12 * hg
    rw [key]
    exact mul_pos hF (by linarith)
  exact ⟨hJ, (c.efficiency_eq_iff h11 hD hF hJ).2 rfl⟩

/-- At fixed thermal force, the load force `-L12 F2 / (2 L11)` gives the largest
output power. -/
theorem power_le (c : Onsager) (h11 : 0 < c.L11) (F1 F2 : ℝ) :
    c.power F1 F2 ≤ c.power (c.maxPowerForce F2) F2 := by
  have hg : c.maxPowerForce F2 * (2 * c.L11) = -(c.L12 * F2) :=
    div_mul_cancel₀ _ (by positivity)
  have key : c.power (c.maxPowerForce F2) F2 - c.power F1 F2 =
      c.L11 * (F1 - c.maxPowerForce F2) ^ 2 := by
    simp only [power, particleFlux]
    linear_combination (F1 - c.maxPowerForce F2) * hg
  have h0 : 0 ≤ c.L11 * (F1 - c.maxPowerForce F2) ^ 2 := by positivity
  linarith

/-- The reduced efficiency at maximum power is `y / (2 (y + 2))`. -/
theorem efficiency_maxPowerForce (c : Onsager) (h11 : 0 < c.L11) (hD : 0 < c.det)
    {F2 : ℝ} (hF : F2 ≠ 0) :
    c.efficiency (c.maxPowerForce F2) F2 = c.merit / (2 * (c.merit + 2)) := by
  have hg : c.maxPowerForce F2 * (2 * c.L11) = -(c.L12 * F2) :=
    div_mul_cancel₀ _ (by positivity)
  have hy0 : 0 ≤ c.merit := div_nonneg (sq_nonneg _) hD.le
  have hy : c.merit * c.det = c.L12 ^ 2 := div_mul_cancel₀ _ hD.ne'
  have hdet : c.det = c.L11 * c.L22 - c.L12 ^ 2 := rfl
  -- output power and heat input at this working point
  have hP : 4 * c.L11 * c.power (c.maxPowerForce F2) F2 = c.L12 ^ 2 * F2 ^ 2 := by
    simp only [power, particleFlux]
    linear_combination (-(2 * c.L11 * c.maxPowerForce F2 + c.L12 * F2)) * hg
  have hQ : 2 * c.L11 * (c.heatFlux (c.maxPowerForce F2) F2 * F2) =
      F2 ^ 2 * c.det * (2 + c.merit) := by
    simp only [heatFlux]
    linear_combination c.L12 * F2 * hg - F2 ^ 2 * hy - 2 * F2 ^ 2 * hdet
  have hQpos : 0 < c.heatFlux (c.maxPowerForce F2) F2 * F2 := by
    refine (mul_pos_iff_of_pos_left (show 0 < 2 * c.L11 by positivity)).1 ?_
    rw [hQ]
    positivity
  unfold efficiency
  rw [div_eq_div_iff hQpos.ne' (by positivity)]
  refine mul_left_cancel₀ (show 4 * c.L11 ≠ 0 by positivity) ?_
  linear_combination 2 * (c.merit + 2) * hP - 2 * c.merit * hQ
    - 2 * (c.merit + 2) * F2 ^ 2 * hy

end Onsager

end ThermoelectricEfficiency
```

```lean
#print axioms ThermoelectricEfficiency.Onsager.efficiency_le
#print axioms ThermoelectricEfficiency.Onsager.efficiency_optimalForce
#print axioms ThermoelectricEfficiency.Onsager.power_le
#print axioms ThermoelectricEfficiency.Onsager.efficiency_maxPowerForce
```

```
'ThermoelectricEfficiency.Onsager.efficiency_le' depends on axioms: [propext, Classical.choice, Quot.sound]
'ThermoelectricEfficiency.Onsager.efficiency_optimalForce' depends on axioms: [propext, Classical.choice, Quot.sound]
'ThermoelectricEfficiency.Onsager.power_le' depends on axioms: [propext, Classical.choice, Quot.sound]
'ThermoelectricEfficiency.Onsager.efficiency_maxPowerForce' depends on axioms: [propext, Classical.choice, Quot.sound]
```

## A limit, the load that reaches it, and the point of maximum power

Two forces act on the device: a load force $F_1$ and a thermal force $F_2$. They drive a particle flux $J_1$ and a heat flux $J_2$,

$$J_1 = L_{11}F_1 + L_{12}F_2, \qquad J_2 = L_{12}F_1 + L_{22}F_2 .$$

The reduced output power is $P=-J_1F_1$, and the reduced efficiency is $\eta = -J_1F_1/(J_2F_2)$. Write $D = L_{11}L_{22}-L_{12}^2$ and $s=\sqrt{1+y}$, so that $y = L_{12}^2/D$.

The theorem `efficiency_le` says that if $L_{11}>0$, $D>0$, $F_2>0$ and $J_2>0$, then

$$\eta \le \frac{s-1}{s+1} < 1 .$$

Two further theorems show that the limit is sharp. By `efficiency_eq_iff`, under the same hypotheses, equality holds exactly when

$$F_1 = -\frac{s}{s+1}\,\frac{L_{12}F_2}{L_{11}} .$$

By `efficiency_optimalForce`, the heat flux at this load is positive for every $F_2>0$, so the condition $J_2>0$ never excludes the optimum.

The last two theorems concern the working point of maximum power. If $L_{11}>0$, then at fixed $F_2$ the load $F_1=-L_{12}F_2/(2L_{11})$ gives the largest output power among all real loads (`power_le`). If also $D>0$ and $F_2\neq 0$, the efficiency there is $y/(2(y+2))$ (`efficiency_maxPowerForce`).

## Reservoirs, signs and the second law

The structure `Onsager` holds three real numbers and puts no condition on their signs. The symmetry of the matrix is built in, because `particleFlux` and `heatFlux` use the same field `L12`. Physically this is Onsager reciprocity for a device with time-reversal symmetry, for example a non-magnetic one with no magnetic field applied. The fluxes are linear in the forces, and the coefficients don't depend on them.

One choice of forces that fits these definitions has a hot reservoir on the left and a cold one on the right, with mean temperature $T$ and small differences $\Delta\mu=\mu_{\rm left}-\mu_{\rm right}$ and $\Delta T>0$. Then $F_1=\Delta\mu/T$ and $F_2=\Delta T/T^2$, and positive fluxes run from left to right. The power delivered by particles moving against the chemical potential difference is $-J_1\Delta\mu=-TJ_1F_1$. The heat drawn from the hot side is $J_2$, and the Carnot efficiency is $\Delta T/T=TF_2$ to leading order. The ratio of the actual efficiency to the Carnot efficiency is therefore $-J_1F_1/(J_2F_2)$, which is `efficiency`. With the usual definitions of conductance, Seebeck coefficient and thermal conductance at zero particle current, `merit` is the quantity commonly written $ZT$.

The hypotheses `hF` and `hJ` state that the thermal force is positive and that heat leaves the hot reservoir. Positive output power is not required: the bound also covers loads at which the device consumes work and $\eta$ is negative.

The hypotheses `h11` and `hD` together make the Onsager matrix positive definite. In physical terms, the entropy production $J_1F_1+J_2F_2$ is strictly positive whenever a force is present. The condition $L_{11}>0$ says that particles flow down a chemical potential difference when there is no thermal force. It is needed in addition to $D>0$, which also permits two negative diagonal coefficients. Positivity of $L_{22}$ then follows from $L_{11}L_{22}=D+L_{12}^2>0$. The strict inequality $D>0$ leaves out the limiting case of proportional fluxes, in which $D=0$ and, if $L_{12}\ne0$, the figure of merit diverges.

The coefficients are given numbers here, not derived from a scattering matrix or a band structure. Nonlinear response and devices with two different cross coefficients are not covered.

## A perfect square behind the bound

The derivation starts by expressing $s$ through the coefficients. Since $D>0$, we have $y\ge 0$ and

$$s^2D=(1+y)D=D+L_{12}^2=L_{11}L_{22}.$$

This is `sqrt_sq_mul_det`. In the proof, `Real.sq_sqrt` replaces the squared root by $1+y$, which is allowed because $1+y\ge0$. The closing `linear_combination` adds the relations $yD=L_{12}^2$ and $D=L_{11}L_{22}-L_{12}^2$.

Now set

$$m=\frac{s-1}{s+1},\qquad t=\frac{s}{s+1}.$$

These are `maxEfficiency` and `loadFactor`. They satisfy $m=2t-1$. To compare the power with $m$ times $J_2F_2$, expand the difference:

$$mJ_2F_2-P = J_1F_1+mJ_2F_2 = L_{11}F_1^2+(1+m)L_{12}F_1F_2+mL_{22}F_2^2 .$$

Using $1+m=2t$ and multiplying by $L_{11}$ gives

$$L_{11}(mJ_2F_2-P)=L_{11}^2F_1^2+2t\,L_{11}L_{12}F_1F_2+m\,L_{11}L_{22}F_2^2 .$$

The first two terms belong to the square of $L_{11}F_1+tL_{12}F_2$. The third completes it if $mL_{11}L_{22}=t^2L_{12}^2$. To check this, insert $L_{11}L_{22}=s^2D$ and $L_{12}^2=(s^2-1)D$:

$$mL_{11}L_{22}=\frac{(s-1)s^2D}{s+1},\qquad
t^2L_{12}^2=\frac{s^2(s-1)(s+1)D}{(s+1)^2}=\frac{s^2(s-1)D}{s+1}.$$

The two sides agree, and so

$$L_{11}(mJ_2F_2-P)=(L_{11}F_1+tL_{12}F_2)^2 .$$

This is `gap_identity`, which holds for all real forces and needs only $D>0$. Inside its proof, `hm` is the relation $m=2t-1$ and `ht` is the condition on the third coefficient. For `ht`, the fractions are cleared with `div_eq_div_iff`, and what remains is a multiple of the relation $s^2D=L_{11}L_{22}$. The final `linear_combination` uses `hm` for the mixed term and `ht` for the term in $F_2^2$.

## From the square to the efficiency

The right-hand side of the identity is non-negative. Since $L_{11}>0$, it follows that $P\le mJ_2F_2$, and division by $J_2F_2>0$ gives $\eta\le m$. For negative $L_{11}$ the same argument would reverse the inequality, which shows where the sign assumption enters. The strict bound $m<1$ follows from $s-1<s+1$ and $s+1>0$.

The proof of `efficiency_le` follows this order. The lemma `mul_nonneg_iff_of_pos_left` removes the factor $L_{11}$, and `div_le_iff₀` turns the claim about a quotient into the claim about the power. The second part of the statement is handled by `div_lt_one`.

Equality $\eta=m$ means $P=mJ_2F_2$, so the left-hand side of the identity vanishes. This happens exactly when $L_{11}F_1+tL_{12}F_2=0$, that is, when

$$F_1=-\frac{tL_{12}F_2}{L_{11}},$$

which is `optimalForce`. In `efficiency_eq_iff`, the two directions of the equivalence read the identity in opposite ways: a vanishing gap makes the square zero, and a vanishing square makes the gap zero because $L_{11}\ne0$.

It remains to see that heat still leaves the hot reservoir at this load. Inserting the optimal force into $J_2$ gives

$$L_{11}J_2=F_2\,(L_{11}L_{22}-tL_{12}^2)\ge F_2D>0,$$

because $t\le1$. In `efficiency_optimalForce`, the equality is the step `key`, and `hle` supplies $tL_{12}^2\le L_{12}^2$. The value of the efficiency then comes from the equivalence just proved. If $L_{12}=0$, there is no thermoelectric coupling: $y=0$, the limit is zero, and it is reached at zero load.

## The working point of maximum power

At fixed $F_2$, the output power is a downward parabola in the load,

$$P(F_1)=-L_{11}F_1^2-L_{12}F_1F_2 .$$

Its vertex lies at $F_1^{P}=-L_{12}F_2/(2L_{11})$, called `maxPowerForce` in the file. Completing the square gives

$$P(F_1^{P})-P(F_1)=L_{11}(F_1-F_1^{P})^2\ge0 .$$

This is the step `key` in `power_le`. It uses $L_{11}>0$ but neither $D>0$ nor a sign of $F_2$.

The efficiency at the vertex needs the power and the heat input there. The power is

$$P(F_1^{P})=\frac{L_{12}^2F_2^2}{4L_{11}} .$$

For the heat input, insert $F_1^{P}$ into $J_2$ and use $L_{11}L_{22}=D+L_{12}^2$ and $L_{12}^2=yD$:

$$2L_{11}J_2F_2=F_2^2\,(2L_{11}L_{22}-L_{12}^2)=F_2^2\,(2D+L_{12}^2)=F_2^2D(2+y).$$

This is positive for $F_2\ne0$, and the quotient is

$$\eta(F_1^{P})=\frac{L_{12}^2F_2^2}{4L_{11}}\cdot\frac{2L_{11}}{F_2^2D(2+y)}=\frac{L_{12}^2}{2D(2+y)}=\frac{y}{2(y+2)} .$$

In `efficiency_maxPowerForce`, the steps `hP` and `hQ` are these two expressions with their denominators cleared, and `hQpos` records that the heat term is positive. The equality of the two fractions is then cross-multiplied, a common factor $4L_{11}$ is introduced by `mul_left_cancel₀`, and the result follows from `hP`, `hQ` and $yD=L_{12}^2$.
